# For $0<m<L$, the best two-step linear mixing over real eigenvalues $u$ with $m\le|u|\le L$ has worst-case factor $(L^2-m^2)/(L^2+m^2)$

I model the residual near an SCF fixed point as $f-Ax$, with a fixed vector $f$ and a linear operator $A$, and assume of $A$ only that its eigenvalues $u$ are real, of either sign, with $m\le|u|\le L$ and $0<m<L$. I judge mixing parameters by their worst performance over that whole region, not over the eigenvalues of one particular matrix. Two successive steps $x\mapsto x+a(f-Ax)$, with real parameters $a$ and then $b$, multiply an error mode by $(1-au)(1-bu)$. I believe that the worst modulus is never below $(L^2-m^2)/(L^2+m^2)$, and that only a pair of opposite parameters reaches this value. Can this be made rigorous and machine-checked?

## Averaging over $u$ and $-u$ gives the bound

Yes. Let $x_s$ solve $Ax_s=f$. One step turns the error $e=x-x_s$ into $(1-aA)e$, so a cycle multiplies an eigenmode by
$$F(u)=(1-au)(1-bu)=1-(a+b)u+ab\,u^2.$$
Let $W$ be the supremum of $|F(u)|$ over the region. It is finite, since $|1-cu|\le 1+|c|L$ for every real $c$.

The region is symmetric under $u\to-u$, so the average of $F(u)$ and $F(-u)$ obeys the same bound: $|1+ab\,u^2|\le W$. At $u=m$ and $u=L$ this gives
$$1+ab\,m^2\le W,\qquad -(1+ab\,L^2)\le W.$$
Multiplying the first by $L^2$, the second by $m^2$ and adding removes $ab$:
$$L^2-m^2\le (L^2+m^2)\,W.$$

For $a=t$, $b=-t$ with $t=\sqrt{2/(m^2+L^2)}$,
$$F(u)=1-t^2u^2=\frac{L^2+m^2-2u^2}{L^2+m^2}.$$
Since $m^2\le u^2\le L^2$, the numerator lies between $-(L^2-m^2)$ and $L^2-m^2$, so the bound is attained.

Conversely, if $W$ equals the bound, both inequalities above are equalities, so $ab=-2/(m^2+L^2)$ and $1+ab\,m^2=W$. Then $F(\pm m)=W\mp(a+b)m\le W$ forces $a+b=0$, hence $a=\pm t$ and $b=-a$.

If $ab\ge0$, then $W\ge1+ab\,L^2\ge1$: two parameters of equal sign give no uniform contraction over the region.

For symmetric $A$ in finite dimension, expand the error in orthonormal eigenvectors. Each coefficient is multiplied by $F(u_i)$, so an optimal cycle multiplies the sum of squares by at most the square of the optimal factor. Repeating this $n$ times gives its $n$-th power in the norm.

**Example.** Take $m=1$, $L=7$. Then $t=1/5$ and the optimal factor is $48/50=0.96$. At $u=1$ the cycle gives $\frac45\cdot\frac65=0.96$; at $u=7$ it gives $-\frac25\cdot\frac{12}5=-0.96$. With $a=b=1/5$, the mode $u=-7$ would grow by $(12/5)^2=5.76$.

## What the Lean statements say

`mixStep` and `mixCycle` are the iteration, `cycleFactor a b u` is $F(u)$, `gappedSpectrum m L` is the region, `worstFactor` is $W$ and `optStep` is $t$. `worstFactor_lower_bound` is the inequality for all real $a,b$, and `worstFactor_eq_iff` characterises equality, with the pair in either order.

`optimal_mixing_error_bound` concerns a symmetric `A` on a finite-dimensional real inner product space. Its hypothesis `hspec` places every eigenvalue in the region, without requiring both signs to occur; `hx` supplies the solution `xs`.

The result bears on SCF mixing only in the linearised regime, and the norm bound is proved for a symmetric operator, which an SCF Jacobian need not be; without symmetry the bound can fail. A particular matrix may also allow a better pair than the region does. If all its eigenvalues are positive, for instance, $a=b=2/(m+L)$ gives a factor of at most $\bigl((L-m)/(L+m)\bigr)^2$ per cycle, which is smaller than the bound above; the opposite pair is meant for spectra with both signs.

```lean
import Mathlib

open scoped InnerProductSpace

namespace IndefiniteLinearMixing

noncomputable section

/-- One linear mixing step for the equation `A x = f`: the residual is added with weight `a`. -/
def mixStep {E : Type*} [AddCommGroup E] [Module ℝ E] (A : E →ₗ[ℝ] E) (f : E) (a : ℝ)
    (x : E) : E := x + a • (f - A x)

/-- A mixing cycle: a step with parameter `a` followed by a step with parameter `b`. -/
def mixCycle {E : Type*} [AddCommGroup E] [Module ℝ E] (A : E →ₗ[ℝ] E) (f : E) (a b : ℝ)
    (x : E) : E := mixStep A f b (mixStep A f a x)

/-- The amplification factor of a two-step cycle at the eigenvalue `u`. -/
def cycleFactor (a b u : ℝ) : ℝ := (1 - a * u) * (1 - b * u)

/-- The indefinite spectral region: both signs are allowed, with modulus between `m` and `L`. -/
def gappedSpectrum (m L : ℝ) : Set ℝ := {u | m ≤ |u| ∧ |u| ≤ L}

/-- The largest modulus of the cycle factor over the indefinite spectral region. -/
def worstFactor (m L a b : ℝ) : ℝ :=
  sSup ((fun u => |cycleFactor a b u|) '' gappedSpectrum m L)

/-- The mixing parameter `√(2 / (m² + L²))`. -/
def optStep (m L : ℝ) : ℝ := √(2 / (m ^ 2 + L ^ 2))

/-- If the error is an eigenvector of `A` with eigenvalue `u`, a mixing cycle multiplies it
by the cycle factor at `u`. -/
theorem mixCycle_eigenmode {E : Type*} [AddCommGroup E] [Module ℝ E] (A : E →ₗ[ℝ] E)
    {f xs v : E} {u : ℝ} (hx : A xs = f) (hv : A v = u • v) (a b : ℝ) :
    mixCycle A f a b (xs + v) = xs + cycleFactor a b u • v := by
  simp only [mixCycle, mixStep, cycleFactor, map_add, map_smul, map_sub, hx, hv]
  module

/-- At every eigenvalue in the region, the modulus of the cycle factor is at most the
worst-case factor. -/
theorem le_worstFactor {m L u : ℝ} (a b : ℝ) (hu : u ∈ gappedSpectrum m L) :
    |cycleFactor a b u| ≤ worstFactor m L a b := by
  refine le_csSup ⟨(1 + |a| * L) * (1 + |b| * L), ?_⟩ ⟨u, hu, rfl⟩
  rintro _ ⟨w, hw, rfl⟩
  have h : ∀ c : ℝ, |1 - c * w| ≤ 1 + |c| * L := by
    intro c
    have h2 : |c * w| ≤ |c| * L := by
      rw [abs_mul]
      exact mul_le_mul_of_nonneg_left hw.2 (abs_nonneg c)
    rw [abs_le]
    constructor <;> linarith [le_abs_self (c * w), neg_abs_le (c * w)]
  change |(1 - a * w) * (1 - b * w)| ≤ _
  rw [abs_mul]
  exact mul_le_mul (h a) (h b) (abs_nonneg _) ((abs_nonneg _).trans (h a))

/-- The even part `1 + a b u²` of the cycle factor is bounded by the worst-case factor. -/
theorem abs_even_part_le {m L u : ℝ} (a b : ℝ) (hu : u ∈ gappedSpectrum m L) :
    |1 + a * b * u ^ 2| ≤ worstFactor m L a b := by
  have hn : -u ∈ gappedSpectrum m L := by
    simpa only [gappedSpectrum, Set.mem_ofPred_eq, abs_neg] using hu
  -- average the factors at `u` and `-u`
  have h1 := abs_le.mp (le_worstFactor a b hu)
  have h2 := abs_le.mp (le_worstFactor a b hn)
  simp only [cycleFactor] at h1 h2
  rw [abs_le]
  constructor <;> nlinarith [h1.1, h1.2, h2.1, h2.2]

/-- If the two mixing parameters do not have opposite signs, the worst-case factor of the
cycle is at least one. -/
theorem one_le_worstFactor_of_same_sign {m L a b : ℝ} (hL : 0 ≤ L) (hmL : m ≤ L)
    (hab : 0 ≤ a * b) : 1 ≤ worstFactor m L a b := by
  have hmem : L ∈ gappedSpectrum m L :=
    ⟨hmL.trans (le_abs_self L), (abs_of_nonneg hL).le⟩
  have h := (abs_le.mp (abs_even_part_le a b hmem)).2
  linarith [mul_nonneg hab (sq_nonneg L)]

/-- For any two real mixing parameters the worst-case factor over the indefinite region is at
least `(L² - m²) / (L² + m²)`. -/
theorem worstFactor_lower_bound {m L : ℝ} (hm : 0 < m) (hmL : m < L) (a b : ℝ) :
    (L ^ 2 - m ^ 2) / (L ^ 2 + m ^ 2) ≤ worstFactor m L a b := by
  have h1 := (abs_le.mp (abs_even_part_le (m := m) (L := L) (u := m) a b
    ⟨le_abs_self m, (abs_of_pos hm).le.trans hmL.le⟩)).2
  have h2 := (abs_le.mp (abs_even_part_le (m := m) (L := L) (u := L) a b
    ⟨hmL.le.trans (le_abs_self L), (abs_of_pos (hm.trans hmL)).le⟩)).1
  rw [div_le_iff₀ (by positivity)]
  -- weights `L²` and `m²` eliminate the product `a b`
  nlinarith [mul_le_mul_of_nonneg_left h1 (sq_nonneg L),
    mul_le_mul_of_nonneg_left h2 (sq_nonneg m)]

/-- With the parameters `optStep` and `-optStep`, the cycle factor has modulus at most
`(L² - m²) / (L² + m²)` at every eigenvalue in the region. -/
theorem optimal_cycleFactor_le {m L u : ℝ} (hm : 0 < m) (hu : u ∈ gappedSpectrum m L) :
    |cycleFactor (optStep m L) (-optStep m L) u| ≤ (L ^ 2 - m ^ 2) / (L ^ 2 + m ^ 2) := by
  have hD : 0 < L ^ 2 + m ^ 2 := by positivity
  have ht : optStep m L ^ 2 = 2 / (m ^ 2 + L ^ 2) := Real.sq_sqrt (by positivity)
  have h1 : m ^ 2 ≤ u ^ 2 := by
    have h := pow_le_pow_left₀ hm.le hu.1 2
    rwa [sq_abs] at h
  have h2 : u ^ 2 ≤ L ^ 2 := by
    have h := pow_le_pow_left₀ (abs_nonneg u) hu.2 2
    rwa [sq_abs] at h
  have he : cycleFactor (optStep m L) (-optStep m L) u
      = (L ^ 2 + m ^ 2 - 2 * u ^ 2) / (L ^ 2 + m ^ 2) := by
    have h3 : cycleFactor (optStep m L) (-optStep m L) u = 1 - optStep m L ^ 2 * u ^ 2 := by
      unfold cycleFactor
      ring
    rw [h3, ht, add_comm (m ^ 2) (L ^ 2), sub_div, div_self hD.ne']
    ring
  have h4 : |L ^ 2 + m ^ 2 - 2 * u ^ 2| ≤ L ^ 2 - m ^ 2 := by
    rw [abs_le]
    constructor <;> linarith
  rw [he, abs_div, abs_of_pos hD]
  exact div_le_div_of_nonneg_right h4 hD.le

/-- The worst-case factor equals its lower bound `(L² - m²) / (L² + m²)` exactly when the two
parameters are `√(2 / (m² + L²))` and its negative, in either order. -/
theorem worstFactor_eq_iff {m L : ℝ} (hm : 0 < m) (hmL : m < L) (a b : ℝ) :
    worstFactor m L a b = (L ^ 2 - m ^ 2) / (L ^ 2 + m ^ 2) ↔
      (a = optStep m L ∧ b = -optStep m L) ∨ (a = -optStep m L ∧ b = optStep m L) := by
  have hL : 0 < L := hm.trans hmL
  have hD : 0 < L ^ 2 + m ^ 2 := by positivity
  have hmm : m ∈ gappedSpectrum m L := ⟨le_abs_self m, (abs_of_pos hm).le.trans hmL.le⟩
  have hLm : L ∈ gappedSpectrum m L := ⟨hmL.le.trans (le_abs_self L), (abs_of_pos hL).le⟩
  constructor
  · intro h
    have hW : worstFactor m L a b * (L ^ 2 + m ^ 2) = L ^ 2 - m ^ 2 := by
      rw [h, div_mul_cancel₀ _ hD.ne']
    have h1 := mul_le_mul_of_nonneg_right (abs_le.mp (abs_even_part_le a b hmm)).2 hD.le
    have h2 := mul_le_mul_of_nonneg_right (abs_le.mp (abs_even_part_le a b hLm)).1 hD.le
    -- the bounds at `m` and `L` fix the product `a b`
    have h3 : a * b * (L ^ 2 + m ^ 2) + 2 ≤ 0 :=
      le_of_mul_le_mul_right (by linarith) (pow_pos hm 2)
    have h4 : 0 ≤ a * b * (L ^ 2 + m ^ 2) + 2 :=
      le_of_mul_le_mul_right (by linarith) (pow_pos hL 2)
    have hq : a * b * (L ^ 2 + m ^ 2) = -2 := by linarith
    have he : 1 + a * b * m ^ 2 = worstFactor m L a b := by
      apply mul_right_cancel₀ hD.ne'
      linear_combination m ^ 2 * hq - hW
    -- the values at `m` and `-m` then force `a + b = 0`
    have hn : -m ∈ gappedSpectrum m L := by
      simpa only [gappedSpectrum, Set.mem_ofPred_eq, abs_neg] using hmm
    have h5 := (abs_le.mp (le_worstFactor a b hmm)).2
    have h6 := (abs_le.mp (le_worstFactor a b hn)).2
    simp only [cycleFactor] at h5 h6
    have hs : (a + b) * m = 0 := by
      apply le_antisymm <;> nlinarith [h5, h6, he]
    have hb : b = -a := by
      rcases mul_eq_zero.mp hs with h7 | h7 <;> linarith
    have ht : optStep m L ^ 2 * (L ^ 2 + m ^ 2) = 2 := by
      rw [optStep, Real.sq_sqrt (by positivity), add_comm (m ^ 2) (L ^ 2),
        div_mul_cancel₀ _ hD.ne']
    have hz : (a - optStep m L) * (a + optStep m L) = 0 := by
      apply mul_right_cancel₀ hD.ne'
      rw [hb] at hq
      linear_combination -hq - ht
    rcases mul_eq_zero.mp hz with h8 | h8
    · left
      constructor <;> linarith
    · right
      constructor <;> linarith
  · have hopt : worstFactor m L (optStep m L) (-optStep m L)
        = (L ^ 2 - m ^ 2) / (L ^ 2 + m ^ 2) := by
      refine le_antisymm (csSup_le ⟨_, m, hmm, rfl⟩ ?_) (worstFactor_lower_bound hm hmL _ _)
      rintro _ ⟨u, hu, rfl⟩
      exact optimal_cycleFactor_le hm hu
    rintro (⟨rfl, rfl⟩ | ⟨rfl, rfl⟩)
    · exact hopt
    · have hc : ∀ u, cycleFactor (-optStep m L) (optStep m L) u
          = cycleFactor (optStep m L) (-optStep m L) u := fun u => mul_comm _ _
      rw [← hopt]
      simp only [worstFactor, hc]

/-- For a symmetric operator whose eigenvalues all lie in the indefinite region, `n` cycles with
parameters `optStep` and `-optStep` reduce the norm of any initial error at least by the factor
`((L² - m²) / (L² + m²)) ^ n`. -/
theorem optimal_mixing_error_bound {E : Type*} [NormedAddCommGroup E] [InnerProductSpace ℝ E]
    [FiniteDimensional ℝ E] {A : E →ₗ[ℝ] E} (hA : A.IsSymmetric) {m L : ℝ} (hm : 0 < m)
    (hmL : m < L) (hspec : ∀ (u : ℝ) (v : E), v ≠ 0 → A v = u • v → u ∈ gappedSpectrum m L)
    {f xs : E} (hx : A xs = f) (x : E) (n : ℕ) :
    ‖(mixCycle A f (optStep m L) (-optStep m L))^[n] x - xs‖
      ≤ ((L ^ 2 - m ^ 2) / (L ^ 2 + m ^ 2)) ^ n * ‖x - xs‖ := by
  have hr : 0 ≤ (L ^ 2 - m ^ 2) / (L ^ 2 + m ^ 2) :=
    div_nonneg (by nlinarith) (by positivity)
  -- one cycle, resolved in an orthonormal basis of eigenvectors
  have hone : ∀ y : E, ‖mixCycle A f (optStep m L) (-optStep m L) y - xs‖
      ≤ (L ^ 2 - m ^ 2) / (L ^ 2 + m ^ 2) * ‖y - xs‖ := by
    intro y
    let v := hA.eigenvectorBasis rfl
    let u := hA.eigenvalues rfl
    have hv : ∀ i, A (v i) = u i • v i := fun i => hA.apply_eigenvectorBasis rfl i
    have hin : ∀ i (z : E), ⟪v i, A z⟫_ℝ = u i * ⟪v i, z⟫_ℝ := by
      intro i z
      rw [← hA (v i) z, hv, real_inner_smul_left]
    have hc : ∀ i, ⟪v i, mixCycle A f (optStep m L) (-optStep m L) y - xs⟫_ℝ
        = cycleFactor (optStep m L) (-optStep m L) (u i) * ⟪v i, y - xs⟫_ℝ := by
      intro i
      simp only [mixCycle, mixStep, cycleFactor, ← hx, map_add, map_sub, map_smul,
        inner_add_right, inner_sub_right, real_inner_smul_right, hin]
      ring
    refine (pow_le_pow_iff_left₀ (norm_nonneg _) (mul_nonneg hr (norm_nonneg _))
      two_ne_zero).mp ?_
    rw [mul_pow, ← v.sum_sq_norm_inner_right, ← v.sum_sq_norm_inner_right (y - xs),
      Finset.mul_sum]
    refine Finset.sum_le_sum fun i _ => ?_
    rw [hc, norm_mul, mul_pow, Real.norm_eq_abs (cycleFactor _ _ _)]
    have hi := optimal_cycleFactor_le hm (hspec (u i) (v i) (v.orthonormal.ne_zero i) (hv i))
    exact mul_le_mul_of_nonneg_right (pow_le_pow_left₀ (abs_nonneg _) hi 2) (sq_nonneg _)
  induction n with
  | zero => simp
  | succ n ih =>
    rw [Function.iterate_succ_apply', pow_succ', mul_assoc]
    exact (hone _).trans (mul_le_mul_of_nonneg_left ih hr)

end

end IndefiniteLinearMixing
```

```lean
#print axioms IndefiniteLinearMixing.one_le_worstFactor_of_same_sign
#print axioms IndefiniteLinearMixing.worstFactor_lower_bound
#print axioms IndefiniteLinearMixing.worstFactor_eq_iff
#print axioms IndefiniteLinearMixing.optimal_mixing_error_bound
```

```
'IndefiniteLinearMixing.one_le_worstFactor_of_same_sign' depends on axioms: [propext, Classical.choice, Quot.sound]
'IndefiniteLinearMixing.worstFactor_lower_bound' depends on axioms: [propext, Classical.choice, Quot.sound]
'IndefiniteLinearMixing.worstFactor_eq_iff' depends on axioms: [propext, Classical.choice, Quot.sound]
'IndefiniteLinearMixing.optimal_mixing_error_bound' depends on axioms: [propext, Classical.choice, Quot.sound]
```

## How the proof follows the calculation

`mixCycle_eigenmode` derives the factor $F(u)$. `le_worstFactor` shows that the set of moduli is bounded, so that `sSup` is a genuine supremum. `abs_even_part_le` does the averaging, from which `one_le_worstFactor_of_same_sign` follows at $u=L$. In the lower bound, `nlinarith` receives the two inequalities already multiplied by $L^2$ and $m^2$.

`optimal_cycleFactor_le` bounds the numerator for the pair $t,-t$. In `worstFactor_eq_iff`, `h3` and `h4` fix $ab$ from both sides, `hs` gives $(a+b)m=0$, and `hz` factors $a^2-t^2=0$ into the two cases.

In the last theorem, `hc` is the coefficient-wise action of one cycle, `hone` sums the squares, and induction on `n` iterates the estimate.
